# Every vector in a finite-dimensional space is the sum of its projections on an orthonormal eigenbasis

The theorem `completeness` concerns a complex square matrix `H` on a finite-dimensional space, with orthonormal eigenvectors `v f` and real energies `E f`, as many as the dimension. It states that any vector `y`, normalised or not, is the sum over `f` of the inner product of `v f` with `y`, times `v f`. The proof makes the eigenvectors the rows of a square matrix, whose product with its conjugate transpose is the identity. The product in the other order is then the identity too, and this gives the completeness relation `h3` in components. A calculation for each component of `y` reorders the double sum and should end by applying `h3`.

As first written in Lean, the proof fails:

```lean
import Mathlib

open Matrix MeasureTheory

namespace Completeness

noncomputable section

variable {n m : Type*} [Fintype n] [DecidableEq n] [Fintype m] [DecidableEq m]

/-- The vectors `v f` are orthonormal eigenvectors of `H` with real energies `E f`,
as many as the dimension of the space. -/
def IsEigenbasis (H : Matrix n n ℂ) (v : n → n → ℂ) (E : n → ℝ) : Prop :=
  (∀ f g, star (v f) ⬝ᵥ v g = if f = g then 1 else 0) ∧
    ∀ f, H *ᵥ v f = (E f : ℂ) • v f

/-- Completeness: a vector is the sum of its projections on the vectors of an orthonormal
eigenbasis. -/
theorem completeness {H : Matrix n n ℂ} {v : n → n → ℂ} {E : n → ℝ}
    (h : IsEigenbasis H v E) (y : n → ℂ) :
    ∑ f, (star (v f) ⬝ᵥ y) • v f = y := by
  -- orthonormal rows of a square matrix imply orthonormal columns
  have h1 : Matrix.of v * (Matrix.of v)ᴴ = 1 := by
    ext i j
    have hij := h.1 j i
    rw [dotProduct_comm] at hij
    rw [Matrix.mul_apply, Matrix.one_apply]
    simpa [dotProduct, eq_comm] using hij
  have h2 : (Matrix.of v)ᴴ * Matrix.of v = 1 := mul_eq_one_comm.mp h1
  ext i
  have h3 : ∀ k, ∑ f, star (v f k) * v f i = if k = i then 1 else 0 := by
    intro k
    have hk := congrFun (congrFun h2 k) i
    rw [Matrix.mul_apply, Matrix.one_apply] at hk
    exact hk
  calc (∑ f, (star (v f) ⬝ᵥ y) • v f) i
      = ∑ f, ∑ k, y k * (star (v f k) * v f i) := by
        rw [Finset.sum_apply]
        refine Finset.sum_congr rfl fun f _ => ?_
        rw [Pi.smul_apply, smul_eq_mul, dotProduct, Finset.sum_mul]
        refine Finset.sum_congr rfl fun k _ => ?_
        rw [Pi.star_apply]
        ring
    _ = ∑ k, y k * ∑ f, star (v f k) * v f i := by
        rw [Finset.sum_comm]
        simp only [Finset.mul_sum]
    _ = y i := by simp [h3]

end

end Completeness
```

Compiling this gives:

```
Main.lean:47:15: error: unsolved goals
n : Type u_1
inst✝¹ : Fintype n
inst✝ : DecidableEq n
H : Matrix n n ℂ
v : n → n → ℂ
E : n → ℝ
h : IsEigenbasis H v E
y : n → ℂ
h1 : of v * (of v)ᴴ = 1
h2 : (of v)ᴴ * of v = 1
i : n
h3 : ∀ (k : n), ∑ f, star (v f k) * v f i = if k = i then 1 else 0
⊢ ∑ x, y x * ∑ x_1, (starRingEnd ℂ) (v x_1 x) * v x_1 i = y i
Main.lean:47:24: warning: This simp argument is unused:
  h3

Hint: Omit it from the simp argument list.
  [apply] simp

Note: This linter can be disabled with `set_option linter.unusedSimpArgs false`
```

Diagnosis. The error says that the last step, `simp [h3]`, leaves a goal unproved, and the warning says that `h3` was never used. Both have one cause. The left side of `h3` contains `star (v f k)`, but `simp` works on inner terms first and rewrites complex conjugation from `star` to `starRingEnd ℂ`, as the remaining goal shows. By the time `simp` reaches the whole inner sum, that sum no longer matches the left side of `h3`, so the completeness relation can't be applied. The linter's hint to omit `h3` would not help, since the proof needs it.

The repair splits the step in two. `simp only [h3]` uses no other lemma that could rewrite `star`, so the inner sum still matches and becomes `if k = i then 1 else 0`. The plain `simp` that follows then reduces the sum over `k` to its single nonzero term, `y i`, and closes the goal.

After these edits no error is left:

```diff
@@ -45,5 +45,7 @@
         rw [Finset.sum_comm]
         simp only [Finset.mul_sum]
-    _ = y i := by simp [h3]
+    _ = y i := by
+        simp only [h3]
+        simp
 
 end
```
